# For a diagonalizable matrix H, the adjugate of eᵢ − H is a multiple of the dyad rᵢlᵢ

Suppose an eigenvalue $e_i$ of a finite, energy-independent effective Hamiltonian $H$ has been found as a root of the characteristic polynomial, and the residue of the Green function $(x-H)^{-1}$ at that energy is wanted next. If $H$ is diagonalizable and the level is nondegenerate, neither eigenvector has to be solved for: form the adjugate of $e_i-H$ and divide it by its trace. The result is the dyad $r_i l_i$ of the right and left eigenvectors, normalised so that $l_i r_i=1$, and this dyad is the residue.

The adjugate, $\operatorname{adj}$, is the transposed matrix of cofactors, so that $\operatorname{adj}(A)\,A=\det(A)\,1$. Some texts call it the adjoint; it has nothing to do with Hermitian conjugation. It exists for singular matrices too, which matters here because $e_i-H$ is singular.

## A Hamiltonian with right and left eigenvectors

Let $R$ be an invertible matrix and $e$ a list of levels, and set

$$H = R\,\operatorname{diag}(e)\,R^{-1}.$$

Write $r_i$ for column $i$ of $R$ and $l_i$ for row $i$ of $R^{-1}$. No complex conjugation enters $l_i$, and $R^{-1}R=1$ fixes the normalisation $l_i r_j=\delta_{ij}$.

In Lean the entries and the levels lie in a field `K`, for instance the real or complex numbers, with units removed. The finite type `n` labels both the basis states and the levels.

```lean
import Mathlib

open Matrix Finset

namespace AdjugateSpectralProjector

noncomputable section

variable {K n : Type*} [Field K] [Fintype n] [DecidableEq n]
```

The name `hamiltonian` does not imply Hermiticity: the levels may be complex, and they may coincide. Diagonalizability is assumed through the form of the definition.

```lean
/-- The Hamiltonian `R diag(e) R⁻¹` with levels `e` and right eigenvectors the columns of `R`,
for an invertible matrix `R`. -/
def hamiltonian (R : Matrix n n K) (e : n → K) : Matrix n n K :=
  R * diagonal e * R⁻¹
```

The dyad has entries $(r_i l_i)_{ab}=R_{ai}\,(R^{-1})_{ib}$.

```lean
/-- The dyad `r_i l_i` of the `i`-th column of `R` and the `i`-th row of `R⁻¹`,
for an invertible matrix `R`. -/
def modeDyad (R : Matrix n n K) (i : n) : Matrix n n K :=
  vecMulVec (fun a => R a i) (fun b => R⁻¹ i b)
```

Invertibility of $R$ enters the theorems as `IsUnit R.det`, which over a field says that the determinant is nonzero.

Multiplying $H$ by $R$ from the right, or by $R^{-1}$ from the left, gives

$$HR = R\,\operatorname{diag}(e),\qquad R^{-1}H=\operatorname{diag}(e)\,R^{-1}.$$

Column $i$ of the first equation reads $Hr_i=e_i r_i$, and row $i$ of the second reads $l_iH=e_i l_i$. The proof establishes the two matrix equations as `hr` and `hl`, then compares their entries. The symbols `*ᵥ` and `ᵥ*` denote a matrix acting on a column and on a row.

```lean
/-- For invertible `R`, the `i`-th column of `R` satisfies the right eigenvalue equation of the
Hamiltonian and the `i`-th row of `R⁻¹` the left one, both with eigenvalue `e i`. -/
theorem right_left_eigenvectors (R : Matrix n n K) (hR : IsUnit R.det) (e : n → K) (i : n) :
    hamiltonian R e *ᵥ (fun a => R a i) = e i • (fun a => R a i) ∧
      (fun b => R⁻¹ i b) ᵥ* hamiltonian R e = e i • (fun b => R⁻¹ i b) := by
  have hr : hamiltonian R e * R = R * diagonal e := by
    unfold hamiltonian
    rw [Matrix.mul_assoc, nonsing_inv_mul R hR, Matrix.mul_one]
  have hl : R⁻¹ * hamiltonian R e = diagonal e * R⁻¹ := by
    unfold hamiltonian
    rw [← Matrix.mul_assoc, ← Matrix.mul_assoc, nonsing_inv_mul R hR, Matrix.one_mul]
  constructor
  · ext a
    have h := congrFun (congrFun hr a) i
    rw [mul_diagonal, Matrix.mul_apply] at h
    simp only [mulVec, dotProduct, Pi.smul_apply, smul_eq_mul]
    linear_combination h
  · ext b
    have h := congrFun (congrFun hl i) b
    rw [diagonal_mul, Matrix.mul_apply] at h
    simp only [vecMul, dotProduct, Pi.smul_apply, smul_eq_mul]
    linear_combination h
```

The trace of the dyad is a diagonal entry of $R^{-1}R$:

$$\operatorname{tr}(r_i l_i)=\sum_a R_{ai}(R^{-1})_{ia}=(R^{-1}R)_{ii}=1.$$

The same number is $l_i r_i$, so $(r_i l_i)(r_i l_i)=r_i(l_i r_i)l_i=r_i l_i$: the dyad is a projector, in general an oblique one. The Lean proof takes the diagonal entry of $R^{-1}R=1$ and reorders the factors in the sum.

```lean
/-- For invertible `R`, each dyad `r_i l_i` has trace one. -/
theorem trace_modeDyad (R : Matrix n n K) (hR : IsUnit R.det) (i : n) :
    (modeDyad R i).trace = 1 := by
  have h := congrFun (congrFun (nonsing_inv_mul R hR) i) i
  rw [Matrix.mul_apply, one_apply_eq] at h
  rw [← h]
  simp only [trace, diag_apply, modeDyad, vecMulVec_apply]
  exact Finset.sum_congr rfl fun a _ => mul_comm _ _
```

## The adjugate under a change of basis

The adjugate reverses products, $\operatorname{adj}(AB)=\operatorname{adj}(B)\operatorname{adj}(A)$. For invertible $R$, multiplying $\operatorname{adj}(R)\,R=\det(R)\,1$ by $R^{-1}$ from the right gives $\operatorname{adj}(R)=\det(R)\,R^{-1}$, and likewise $\operatorname{adj}(R^{-1})=\det(R^{-1})\,R$. For any square matrix $D$ of the same size, then,

$$\operatorname{adj}(RDR^{-1})=\operatorname{adj}(R^{-1})\operatorname{adj}(D)\operatorname{adj}(R)
=\det(R^{-1})\det(R)\;R\operatorname{adj}(D)R^{-1},$$

and the two determinants multiply to one. The matrix $D$ may be singular. In the proof, `h1` and `h2` are the two adjugates just computed, and `hdet` is the cancellation of the determinants.

```lean
/-- The adjugate follows a change of basis: `adj(R D R⁻¹) = R adj(D) R⁻¹` for invertible `R`. -/
theorem adjugate_similarity (R D : Matrix n n K) (hR : IsUnit R.det) :
    adjugate (R * D * R⁻¹) = R * adjugate D * R⁻¹ := by
  have hinv : R * R⁻¹ = 1 := mul_nonsing_inv R hR
  have hdet : R⁻¹.det * R.det = 1 := by
    rw [← det_mul, nonsing_inv_mul R hR, det_one]
  -- the adjugates of `R` and of its inverse are multiples of each other's matrices
  have h1 : adjugate R = R.det • R⁻¹ := by
    calc adjugate R = adjugate R * (R * R⁻¹) := by rw [hinv, Matrix.mul_one]
      _ = R.det • R⁻¹ := by
        rw [← Matrix.mul_assoc, adjugate_mul, Matrix.smul_mul, Matrix.one_mul]
  have h2 : adjugate R⁻¹ = R⁻¹.det • R := by
    calc adjugate R⁻¹ = (R * R⁻¹) * adjugate R⁻¹ := by rw [hinv, Matrix.one_mul]
      _ = R⁻¹.det • R := by
        rw [Matrix.mul_assoc, mul_adjugate, Matrix.mul_smul, Matrix.mul_one]
  rw [adjugate_mul_distrib, adjugate_mul_distrib, h1, h2, Matrix.smul_mul, Matrix.mul_smul,
    Matrix.mul_smul, smul_smul, hdet, one_smul, Matrix.mul_assoc]
```

## The adjugate at an arbitrary energy

Since $x\,1=R\,(x\,1)\,R^{-1}$, the matrix $x-H$ is diagonal in the same basis:

$$x-H=R\,\operatorname{diag}(x-e)\,R^{-1}.$$

The adjugate of a diagonal matrix is again diagonal. Its entry $k$ is the product of all the other diagonal entries, because the cofactor strikes out row and column $k$; an off-diagonal cofactor contains a row of zeros. With the change of basis this gives

$$\operatorname{adj}(x-H)=R\,\operatorname{diag}\Big(\prod_{j\ne k}(x-e_j)\Big)_k R^{-1}
=\sum_k\Big(\prod_{j\neq k}(x-e_j)\Big)\,r_k l_k .$$

The last equality is matrix multiplication written out: entry $(a,b)$ of the middle expression is a sum over $k$ of $R_{ak}$ times the weight times $(R^{-1})_{kb}$.

In Lean, `x • 1` is the energy times the identity, and `univ.erase k` is the set of all indices except `k`. The step `hx` is the diagonal form of $x-H$, `adjugate_diagonal` supplies the weights, and the remaining lines compare entries term by term.

```lean
/-- For invertible `R` and every energy `x`, the adjugate of `x - H` is the sum of the dyads
`r_k l_k`, each weighted by the product of `x - e j` over the other levels `j`. -/
theorem adjugate_expansion (R : Matrix n n K) (hR : IsUnit R.det) (e : n → K) (x : K) :
    adjugate (x • (1 : Matrix n n K) - hamiltonian R e) =
      ∑ k, (∏ j ∈ univ.erase k, (x - e j)) • modeDyad R k := by
  have hd : diagonal (fun k => x - e k) = x • (1 : Matrix n n K) - diagonal e := by
    ext a b
    by_cases h : a = b
    · subst h
      simp
    · simp [h]
  -- `x - H` is diagonal in the same basis
  have hx : x • (1 : Matrix n n K) - hamiltonian R e =
      R * diagonal (fun k => x - e k) * R⁻¹ := by
    rw [hd, Matrix.mul_sub, Matrix.sub_mul, Matrix.mul_smul, Matrix.mul_one, Matrix.smul_mul,
      mul_nonsing_inv R hR, hamiltonian]
  rw [hx, adjugate_similarity R _ hR, adjugate_diagonal]
  ext a b
  rw [Matrix.mul_apply, Matrix.sum_apply]
  refine Finset.sum_congr rfl fun k _ => ?_
  simp only [mul_diagonal, Matrix.smul_apply, modeDyad, vecMulVec_apply, smul_eq_mul]
  ring
```

## Only one dyad survives at a level

Set $x=e_i$. For $k\ne i$ the weight of $r_k l_k$ runs over all $j\neq k$, including $j=i$, so it contains the factor $e_i-e_i=0$. Only the term $k=i$ remains:

$$\operatorname{adj}(e_i-H)=\prod_{k\ne i}(e_i-e_k)\;r_i l_i .$$

For a single level the product is empty and both sides are the $1\times1$ identity. In the proof, `Finset.sum_eq_single` reduces the sum to its $i$-th term, and `Finset.prod_eq_zero` removes the others through the vanishing factor.

```lean
/-- For `H = R diag(e) R⁻¹` with `R` invertible, the adjugate of `e i - H` is the product of the
level differences `e i - e k` over `k ≠ i`, times the dyad `r_i l_i`. -/
theorem adjugate_at_level (R : Matrix n n K) (hR : IsUnit R.det) (e : n → K) (i : n) :
    adjugate (e i • (1 : Matrix n n K) - hamiltonian R e) =
      (∏ k ∈ univ.erase i, (e i - e k)) • modeDyad R i := by
  rw [adjugate_expansion R hR]
  refine Finset.sum_eq_single i (fun k _ hk => ?_) (fun h => absurd (mem_univ i) h)
  -- every other weight contains the factor `e i - e i`
  rw [Finset.prod_eq_zero (mem_erase.2 ⟨hk.symm, mem_univ i⟩) (sub_self (e i)), zero_smul]
```

This matrix equation leads to the eigenvector-eigenvalue identity. Entry $(a,a)$ on the left is the determinant of $e_i-H$ with row and column $a$ struck out. If $H$ is a complex Hermitian matrix and the columns of $R$ are orthonormal, $l_i$ is the conjugate transpose of $r_i$, and the corresponding entry on the right is $\prod_{k\neq i}(e_i-e_k)\,|R_{ai}|^2$. Writing the determinant through the eigenvalues of the reduced matrix then gives the identity for $|R_{ai}|^2$; this specialisation is argued here in prose and has no theorem below.

## The dyad from H and one eigenvalue

Because the dyad has trace one, the trace of the main equation is

$$\operatorname{tr}\operatorname{adj}(e_i-H)=\prod_{k\ne i}(e_i-e_k).$$

If every other level differs from $e_i$, this number is nonzero and can be divided out:

$$r_i l_i=\frac{\operatorname{adj}(e_i-H)}{\operatorname{tr}\operatorname{adj}(e_i-H)} .$$

The right-hand side involves only $H$ and $e_i$, so the dyad does not depend on how the eigenvectors in $R$ were scaled. The hypothesis `hi` states nondegeneracy, and `hp` turns it into a nonzero product.

```lean
/-- For invertible `R` and a level `e i` that differs from all others, the dyad `r_i l_i` is the
adjugate of `e i - H` divided by its trace. -/
theorem modeDyad_eq_adjugate_div_trace (R : Matrix n n K) (hR : IsUnit R.det) (e : n → K)
    (i : n) (hi : ∀ k, k ≠ i → e k ≠ e i) :
    modeDyad R i = (adjugate (e i • (1 : Matrix n n K) - hamiltonian R e)).trace⁻¹ •
      adjugate (e i • (1 : Matrix n n K) - hamiltonian R e) := by
  have hp : (∏ k ∈ univ.erase i, (e i - e k)) ≠ 0 :=
    Finset.prod_ne_zero_iff.2 fun k hk => sub_ne_zero.2 (hi k (mem_erase.1 hk).1).symm
  rw [adjugate_at_level R hR, trace_smul, trace_modeDyad R hR, smul_eq_mul, mul_one, smul_smul,
    inv_mul_cancel₀ hp, one_smul]
```

This dyad is the residue named at the start. Away from the levels, dividing the expansion of $\operatorname{adj}(x-H)$ by $\det(x-H)=\prod_j(x-e_j)$ gives $(x-H)^{-1}=\sum_k r_k l_k/(x-e_k)$, and for a nondegenerate level the coefficient of $1/(x-e_i)$ is $r_i l_i$. This step is argued in prose and has no theorem here. The formula for the dyad takes the eigenvalue to be exact. At $x=e_i+\delta$ the expansion of the adjugate at an arbitrary energy shows the other dyads returning, each with a weight that contains the factor $\delta$.

## A vanishing adjugate signals degeneracy

The dyad has trace one and is therefore not the zero matrix. The adjugate at $e_i$ vanishes exactly when the product does, and a product in a field vanishes exactly when one factor does:

$$\operatorname{adj}(e_i-H)=0\iff e_k=e_i\ \text{for some}\ k\neq i .$$

The proof records the nonzero dyad as `hP` and then translates a zero factor into a coinciding level, in both directions.

```lean
/-- For `H = R diag(e) R⁻¹` with `R` invertible, the adjugate of `e i - H` vanishes exactly when
another level coincides with `e i`. -/
theorem adjugate_eq_zero_iff_degenerate (R : Matrix n n K) (hR : IsUnit R.det) (e : n → K)
    (i : n) :
    adjugate (e i • (1 : Matrix n n K) - hamiltonian R e) = 0 ↔ ∃ k, k ≠ i ∧ e k = e i := by
  have hP : modeDyad R i ≠ 0 := by
    intro h
    have ht := trace_modeDyad R hR i
    rw [h, trace_zero] at ht
    exact zero_ne_one ht
  rw [adjugate_at_level R hR, smul_eq_zero, or_iff_left hP, Finset.prod_eq_zero_iff]
  constructor
  · rintro ⟨k, hk, h⟩
    exact ⟨k, (mem_erase.1 hk).1, (sub_eq_zero.1 h).symm⟩
  · rintro ⟨k, hk, h⟩
    exact ⟨k, mem_erase.2 ⟨hk, mem_univ k⟩, sub_eq_zero.2 h.symm⟩
```

## A double eigenvalue with a nonzero adjugate

For arbitrary square matrices, a repeated root of the characteristic polynomial does not force the adjugate to vanish. Take the Jordan block

$$J=\begin{pmatrix}a&1\\0&a\end{pmatrix},\qquad \det(x-J)=(x-a)^2,$$

where $a$ is now a number in the field. At the double root,

$$a-J=\begin{pmatrix}0&-1\\0&0\end{pmatrix},\qquad
\operatorname{adj}(a-J)=\begin{pmatrix}0&1\\0&0\end{pmatrix}.$$

This adjugate is nonzero, yet its square is zero. Its trace is zero as well, so it cannot be normalised to a projector. Such a block describes an exceptional point of a non-Hermitian two-state model, where two eigenvectors merge into one. The four parts of the theorem are the determinant, the adjugate, its being nonzero and its vanishing square, each checked on explicit entries.

```lean
/-- The Jordan block with diagonal `a` has characteristic determinant `(x - a)^2`, yet the
adjugate of `a` minus the block is a nonzero matrix whose square vanishes. -/
theorem jordan_block_adjugate (a : K) :
    (∀ x : K, (x • (1 : Matrix (Fin 2) (Fin 2) K) - !![a, 1; 0, a]).det = (x - a) ^ 2) ∧
      adjugate (a • (1 : Matrix (Fin 2) (Fin 2) K) - !![a, 1; 0, a]) = !![0, 1; 0, 0] ∧
      (!![0, 1; 0, 0] : Matrix (Fin 2) (Fin 2) K) ≠ 0 ∧
      (!![0, 1; 0, 0] : Matrix (Fin 2) (Fin 2) K) * !![0, 1; 0, 0] = 0 := by
  refine ⟨fun x => ?_, ?_, fun h => ?_, ?_⟩
  · have hx : x • (1 : Matrix (Fin 2) (Fin 2) K) - !![a, 1; 0, a] =
        !![x - a, -1; 0, x - a] := by
      ext i j
      fin_cases i <;> fin_cases j <;> simp
    rw [hx, det_fin_two_of]
    ring
  · have ha : a • (1 : Matrix (Fin 2) (Fin 2) K) - !![a, 1; 0, a] = !![0, -1; 0, 0] := by
      ext i j
      fin_cases i <;> fin_cases j <;> simp
    rw [ha, adjugate_fin_two_of]
    simp
  · have h01 := congrFun (congrFun h 0) 1
    simp at h01
  · ext i j
    fin_cases i <;> fin_cases j <;> simp [Matrix.mul_apply, Fin.sum_univ_succ]

end

end AdjugateSpectralProjector
```

All of this concerns finite matrices. The step from an operator on an infinite-dimensional state space to the matrix $H$, by truncating a basis for example, needs its own justification.

```lean
#print axioms AdjugateSpectralProjector.right_left_eigenvectors
#print axioms AdjugateSpectralProjector.modeDyad_eq_adjugate_div_trace
#print axioms AdjugateSpectralProjector.adjugate_eq_zero_iff_degenerate
#print axioms AdjugateSpectralProjector.jordan_block_adjugate
```

```
'AdjugateSpectralProjector.right_left_eigenvectors' depends on axioms: [propext, Classical.choice, Quot.sound]
'AdjugateSpectralProjector.modeDyad_eq_adjugate_div_trace' depends on axioms: [propext, Classical.choice, Quot.sound]
'AdjugateSpectralProjector.adjugate_eq_zero_iff_degenerate' depends on axioms: [propext, Classical.choice, Quot.sound]
'AdjugateSpectralProjector.jordan_block_adjugate' depends on axioms: [propext, Classical.choice, Quot.sound]
```
